# The LDA exchange potential of a real orbital has a cusp at every simple node

The Perdew-Zunger self-interaction correction, applied to the LDA, evaluates the LDA exchange potential of each occupied orbital's density and subtracts it, together with that orbital's Hartree and correlation potentials, from the potential acting on the orbital. If the orbital is real and changes sign linearly across a nodal surface, this exchange potential has an infinite slope there, however smooth the orbital is.

## Infinite slopes of opposite sign

Let ψ be a real orbital. Its density n = ψ² is fully spin-polarized, so in atomic units the exchange energy per volume and the exchange potential are

e(n) = −(3/4) k n^(4/3), k = (6/π)^(1/3)

v(r) = −k (ψ(r)²)^(1/3) = −k |ψ(r)|^(2/3).

On a line, let ψ(c) = 0 and ψ′(c) = a ≠ 0. Then, as x → c with x ≠ c,

|ψ(x)|^(2/3) / |x − c| → +∞,

and the difference quotient of v at c tends to −∞ from the right and +∞ from the left. In any dimension, v is not differentiable at a node where ψ has a non-zero derivative.

## Grids and gradients across a nodal surface

Finite-difference and interpolation error estimates that assume a bounded gradient of the potential do not apply to v across such a surface. This concerns the orbital-by-orbital LDA exchange term for real orbitals; a smoother orbital does not remove the cusp.

## From a linear zero to a two-thirds power

The potential is the density derivative of the energy:

e′(n) = −(3/4)(4/3) k n^(1/3) = −k n^(1/3), taken at n = ψ².

Since ψ(c) = 0,

|ψ(x)|^(2/3) / |x − c|^(2/3) = |(ψ(x) − ψ(c))/(x − c)|^(2/3) → |a|^(2/3) > 0.

Multiplying by |x − c|^(−1/3), which diverges, gives the stated ratio. Because v(c) = 0,

(v(x) − v(c))/(x − c) = −k |ψ(x)|^(2/3)/(x − c),

which is −k times the ratio for x > c and +k times it for x < c.

In higher dimension, let L ≠ 0 be the derivative of ψ at the node r₀ and choose a direction e with L(e) ≠ 0. Along r₀ + te the orbital has a simple node at t = 0. If v were differentiable at r₀, its slope along this line would be finite, a contradiction.

If u is differentiable at r₀, then u − v is not; otherwise v = u − (u − v) would be.

By contrast, suppose |ψ(r)| ≤ M d² near r₀, with d = ‖r − r₀‖ and M ≥ 0. Then v(r₀) = 0 and, for d > 0,

|v(r)|/d ≤ k M^(2/3) d^(1/3) → 0,

so v is differentiable at r₀ with zero derivative.

## Definitions and proofs in Lean

```lean
import Mathlib

open Filter Topology

namespace PerdewZungerNodeCusp

noncomputable section

/-- The exchange constant `(6/π)^(1/3)` of a fully spin-polarized electron gas, in atomic units. -/
def kx : ℝ := (6 / Real.pi) ^ (1 / 3 : ℝ)

/-- The LDA exchange energy per volume of a fully spin-polarized density `n ≥ 0`. -/
def exchangeEnergyDensity (n : ℝ) : ℝ := -(3 / 4) * kx * n ^ (4 / 3 : ℝ)

/-- The LDA exchange potential of the density `ψ²` of a single real orbital. -/
def orbitalExchange {E : Type*} (ψ : E → ℝ) (r : E) : ℝ := -kx * (ψ r ^ 2) ^ (1 / 3 : ℝ)

/-- The exchange constant is positive. -/
theorem kx_pos : 0 < kx :=
  Real.rpow_pos_of_pos (div_pos (by norm_num) Real.pi_pos) _

/-- The orbital exchange potential is the derivative of the exchange energy density with respect
to the density, taken at the orbital density `ψ²`. -/
theorem orbitalExchange_is_derivative {E : Type*} (ψ : E → ℝ) (r : E) :
    HasDerivAt exchangeEnergyDensity (orbitalExchange ψ r) (ψ r ^ 2) := by
  have h := (Real.hasDerivAt_rpow_const (x := ψ r ^ 2) (p := 4 / 3)
    (Or.inr (by norm_num))).const_mul (-(3 / 4) * kx)
  refine h.congr_deriv ?_
  rw [show (4 / 3 : ℝ) - 1 = 1 / 3 by norm_num]
  unfold orbitalExchange
  ring

/-- The orbital exchange potential is proportional to `|ψ|^(2/3)`. -/
theorem orbitalExchange_eq {E : Type*} (ψ : E → ℝ) (r : E) :
    orbitalExchange ψ r = -kx * |ψ r| ^ (2 / 3 : ℝ) := by
  have h : (ψ r ^ 2) ^ (1 / 3 : ℝ) = |ψ r| ^ (2 / 3 : ℝ) := by
    rw [← sq_abs, ← Real.rpow_natCast, ← Real.rpow_mul (abs_nonneg _)]
    congr 1
    norm_num
  rw [orbitalExchange, h]

/-- At a node `c` where `ψ` has derivative `a`, the ratio of `|ψ(x)|^(2/3)` to `|x - c|^(2/3)`
tends to `|a|^(2/3)`. -/
theorem node_scaling {ψ : ℝ → ℝ} {a c : ℝ} (h : HasDerivAt ψ a c) (h0 : ψ c = 0) :
    Tendsto (fun x => |ψ x| ^ (2 / 3 : ℝ) / |x - c| ^ (2 / 3 : ℝ)) (𝓝[≠] c)
      (𝓝 (|a| ^ (2 / 3 : ℝ))) := by
  have hs := (hasDerivAt_iff_tendsto_slope.mp h).abs.rpow_const
    (p := (2 / 3 : ℝ)) (Or.inr (by norm_num))
  refine hs.congr (fun x => ?_)
  rw [slope_def_field, h0, sub_zero, abs_div, Real.div_rpow (abs_nonneg _) (abs_nonneg _)]

/-- At a simple node `c` of a differentiable orbital, `|ψ(x)|^(2/3) / |x - c|` tends to infinity
as `x` tends to `c` through other points. -/
theorem node_ratio_diverges {ψ : ℝ → ℝ} {a c : ℝ} (h : HasDerivAt ψ a c) (h0 : ψ c = 0)
    (ha : a ≠ 0) :
    Tendsto (fun x => |ψ x| ^ (2 / 3 : ℝ) / |x - c|) (𝓝[≠] c) atTop := by
  -- the leftover factor `|x - c|^(1/3)` tends to zero from above
  have hc : ContinuousAt (fun x : ℝ => |x - c| ^ (1 / 3 : ℝ)) c :=
    ContinuousAt.rpow_const (by fun_prop) (Or.inr (by norm_num))
  have ht : Tendsto (fun x : ℝ => |x - c| ^ (1 / 3 : ℝ)) (𝓝 c)
      (𝓝 (|c - c| ^ (1 / 3 : ℝ))) := hc
  rw [sub_self, abs_zero, Real.zero_rpow (by norm_num)] at ht
  have h1 : Tendsto (fun x : ℝ => |x - c| ^ (1 / 3 : ℝ)) (𝓝[≠] c) (𝓝[>] 0) := by
    refine tendsto_nhdsWithin_iff.mpr ⟨ht.mono_left nhdsWithin_le_nhds, ?_⟩
    filter_upwards [self_mem_nhdsWithin] with x hx
    exact Real.rpow_pos_of_pos (abs_pos.mpr (sub_ne_zero.mpr hx)) _
  refine ((node_scaling h h0).pos_mul_atTop (Real.rpow_pos_of_pos (abs_pos.mpr ha) _)
    (tendsto_inv_nhdsGT_zero.comp h1)).congr' ?_
  filter_upwards [self_mem_nhdsWithin] with x hx
  have hp : 0 < |x - c| := abs_pos.mpr (sub_ne_zero.mpr hx)
  have e : |x - c| ^ (2 / 3 : ℝ) * |x - c| ^ (1 / 3 : ℝ) = |x - c| := by
    rw [← Real.rpow_add hp, show (2 / 3 : ℝ) + 1 / 3 = 1 by norm_num, Real.rpow_one]
  show |ψ x| ^ (2 / 3 : ℝ) / |x - c| ^ (2 / 3 : ℝ) * (|x - c| ^ (1 / 3 : ℝ))⁻¹ = _
  rw [← div_eq_mul_inv, div_div, e]

/-- At a simple node of a differentiable orbital on the line, the difference quotient of the
exchange potential tends to `-∞` from the right and to `+∞` from the left. -/
theorem exchange_cusp {ψ : ℝ → ℝ} {a c : ℝ} (h : HasDerivAt ψ a c) (h0 : ψ c = 0)
    (ha : a ≠ 0) :
    Tendsto (fun x => (orbitalExchange ψ x - orbitalExchange ψ c) / (x - c)) (𝓝[>] c) atBot ∧
    Tendsto (fun x => (orbitalExchange ψ x - orbitalExchange ψ c) / (x - c)) (𝓝[<] c) atTop := by
  have key := (node_ratio_diverges h h0 ha).const_mul_atTop kx_pos
  have hv : orbitalExchange ψ c = 0 := by
    rw [orbitalExchange_eq, h0, abs_zero, Real.zero_rpow (by norm_num), mul_zero]
  constructor
  · refine (tendsto_neg_atTop_atBot.comp (key.mono_left
      (nhdsWithin_mono c fun x hx => (show c < x from hx).ne'))).congr' ?_
    filter_upwards [self_mem_nhdsWithin] with x hx
    show -(kx * (|ψ x| ^ (2 / 3 : ℝ) / |x - c|)) = _
    rw [hv, orbitalExchange_eq, abs_of_pos (sub_pos.mpr hx)]
    ring
  · refine (key.mono_left
      (nhdsWithin_mono c fun x hx => (show x < c from hx).ne)).congr' ?_
    filter_upwards [self_mem_nhdsWithin] with x hx
    rw [hv, orbitalExchange_eq, abs_of_neg (sub_neg.mpr hx), div_neg]
    ring

variable {E : Type*} [NormedAddCommGroup E] [NormedSpace ℝ E]

/-- In any dimension, the exchange potential of a real orbital is not differentiable at a node
where the orbital is differentiable with non-zero derivative. -/
theorem exchange_not_differentiable {ψ : E → ℝ} {L : E →L[ℝ] ℝ} {r₀ : E}
    (h : HasFDerivAt ψ L r₀) (h0 : ψ r₀ = 0) (hL : L ≠ 0) :
    ¬ DifferentiableAt ℝ (orbitalExchange ψ) r₀ := by
  intro hd
  -- choose a direction that crosses the nodal surface
  obtain ⟨e, he⟩ : ∃ e, L e ≠ 0 := by
    by_contra hn
    push Not at hn
    exact hL (ContinuousLinearMap.ext hn)
  have hγ : HasDerivAt (fun t : ℝ => r₀ + t • e) e 0 :=
    (((hasDerivAt_id' (0 : ℝ)).smul_const e).const_add r₀).congr_deriv (one_smul ℝ e)
  have hb : r₀ + (0 : ℝ) • e = r₀ := by rw [zero_smul, add_zero]
  have hψ : HasDerivAt (fun t : ℝ => ψ (r₀ + t • e)) (L e) 0 :=
    HasFDerivAt.comp_hasDerivAt (0 : ℝ) (by rw [hb]; exact h) hγ
  have hv : HasDerivAt (orbitalExchange fun t : ℝ => ψ (r₀ + t • e))
      (fderiv ℝ (orbitalExchange ψ) r₀ e) 0 := by
    have hd' : HasFDerivAt (orbitalExchange ψ) (fderiv ℝ (orbitalExchange ψ) r₀)
        (r₀ + (0 : ℝ) • e) := by
      rw [hb]
      exact hd.hasFDerivAt
    have hcomp : HasDerivAt (orbitalExchange ψ ∘ fun t : ℝ => r₀ + t • e)
        (fderiv ℝ (orbitalExchange ψ) r₀ e) 0 :=
      HasFDerivAt.comp_hasDerivAt (0 : ℝ) (by exact hd') hγ
    exact hcomp
  -- a finite slope along this line contradicts the cusp
  have hcusp := (exchange_cusp hψ (by rw [hb]; exact h0) he).1
  refine not_tendsto_nhds_of_tendsto_atBot hcusp _
    (((hasDerivAt_iff_tendsto_slope.mp hv).mono_left
      (nhdsWithin_mono 0 fun x hx => (show (0 : ℝ) < x from hx).ne')).congr fun x => ?_)
  rw [slope_def_field]

/-- Subtracting the orbital exchange potential from a potential `u` that is differentiable at a
simple node of a differentiable orbital gives a potential that is not differentiable there. -/
theorem corrected_potential_not_differentiable {ψ u : E → ℝ} {L : E →L[ℝ] ℝ} {r₀ : E}
    (h : HasFDerivAt ψ L r₀) (h0 : ψ r₀ = 0) (hL : L ≠ 0) (hu : DifferentiableAt ℝ u r₀) :
    ¬ DifferentiableAt ℝ (fun r => u r - orbitalExchange ψ r) r₀ := fun hd =>
  exchange_not_differentiable h h0 hL
    ((hu.sub hd).congr_of_eventuallyEq (Eventually.of_forall fun r => by simp))

/-- If near `r₀` the orbital is bounded by a constant times the squared distance to `r₀`, its
exchange potential is differentiable at `r₀` with zero derivative. -/
theorem exchange_smooth_at_double_node {ψ : E → ℝ} {r₀ : E} {M : ℝ} (hM : 0 ≤ M)
    (hb : ∀ᶠ r in 𝓝 r₀, |ψ r| ≤ M * ‖r - r₀‖ ^ 2) :
    HasFDerivAt (orbitalExchange ψ) (0 : E →L[ℝ] ℝ) r₀ := by
  have hk := kx_pos
  have h0 : ψ r₀ = 0 := by
    have h := hb.self_of_nhds
    rw [sub_self, norm_zero] at h
    exact abs_eq_zero.mp (le_antisymm (by linarith) (abs_nonneg _))
  have hv : orbitalExchange ψ r₀ = 0 := by
    rw [orbitalExchange_eq, h0, abs_zero, Real.zero_rpow (by norm_num), mul_zero]
  have hc : ContinuousAt (fun r : E => ‖r - r₀‖ ^ (1 / 3 : ℝ)) r₀ :=
    ContinuousAt.rpow_const (by fun_prop) (Or.inr (by norm_num))
  have ht : Tendsto (fun r : E => ‖r - r₀‖ ^ (1 / 3 : ℝ)) (𝓝 r₀)
      (𝓝 (‖r₀ - r₀‖ ^ (1 / 3 : ℝ))) := hc
  rw [sub_self, norm_zero, Real.zero_rpow (by norm_num)] at ht
  have hlim := ht.const_mul (kx * M ^ (2 / 3 : ℝ))
  rw [mul_zero] at hlim
  -- the error quotient is at most a constant times the cube root of the distance
  rw [hasFDerivAt_iff_tendsto]
  refine squeeze_zero' (Eventually.of_forall fun r => by positivity) ?_ hlim
  filter_upwards [hb] with r hr
  have e : orbitalExchange ψ r - orbitalExchange ψ r₀ - (0 : E →L[ℝ] ℝ) (r - r₀)
      = -(kx * |ψ r| ^ (2 / 3 : ℝ)) := by
    rw [hv, orbitalExchange_eq]
    simp
  rw [e, norm_neg, Real.norm_of_nonneg
    (mul_nonneg hk.le (Real.rpow_nonneg (abs_nonneg _) _))]
  rcases eq_or_lt_of_le (norm_nonneg (r - r₀)) with hd | hd
  · rw [← hd, inv_zero, zero_mul, Real.zero_rpow (by norm_num), mul_zero]
  · have e1 : ‖r - r₀‖ * ‖r - r₀‖ ^ (1 / 3 : ℝ) = (‖r - r₀‖ ^ 2) ^ (2 / 3 : ℝ) := by
      rw [← Real.rpow_natCast, ← Real.rpow_mul hd.le,
        show ((2 : ℕ) : ℝ) * (2 / 3) = 1 + 1 / 3 by norm_num, Real.rpow_add hd, Real.rpow_one]
    have hA : |ψ r| ^ (2 / 3 : ℝ)
        ≤ M ^ (2 / 3 : ℝ) * (‖r - r₀‖ * ‖r - r₀‖ ^ (1 / 3 : ℝ)) := by
      rw [e1, ← Real.mul_rpow hM (by positivity)]
      exact Real.rpow_le_rpow (abs_nonneg _) hr (by norm_num)
    have hi := inv_mul_cancel₀ hd.ne'
    calc ‖r - r₀‖⁻¹ * (kx * |ψ r| ^ (2 / 3 : ℝ))
        ≤ ‖r - r₀‖⁻¹ * (kx * (M ^ (2 / 3 : ℝ) * (‖r - r₀‖ * ‖r - r₀‖ ^ (1 / 3 : ℝ)))) :=
          mul_le_mul_of_nonneg_left (mul_le_mul_of_nonneg_left hA hk.le) (inv_nonneg.mpr hd.le)
      _ = kx * M ^ (2 / 3 : ℝ) * ‖r - r₀‖ ^ (1 / 3 : ℝ) := by
          linear_combination (kx * M ^ (2 / 3 : ℝ) * ‖r - r₀‖ ^ (1 / 3 : ℝ)) * hi

end

end PerdewZungerNodeCusp
```

```lean
#print axioms PerdewZungerNodeCusp.orbitalExchange_is_derivative
-- 'PerdewZungerNodeCusp.orbitalExchange_is_derivative' depends on axioms: [propext, Classical.choice, Quot.sound]
#print axioms PerdewZungerNodeCusp.exchange_cusp
-- 'PerdewZungerNodeCusp.exchange_cusp' depends on axioms: [propext, Classical.choice, Quot.sound]
#print axioms PerdewZungerNodeCusp.corrected_potential_not_differentiable
-- 'PerdewZungerNodeCusp.corrected_potential_not_differentiable' depends on axioms: [propext, Classical.choice, Quot.sound]
#print axioms PerdewZungerNodeCusp.exchange_smooth_at_double_node
-- 'PerdewZungerNodeCusp.exchange_smooth_at_double_node' depends on axioms: [propext, Classical.choice, Quot.sound]
```

## A derivative used as a limit of slopes

The central Mathlib device is `hasDerivAt_iff_tendsto_slope`. It turns a derivative at c into a limit of difference quotients over `𝓝[≠] c`, the neighbourhoods of c with c removed.

`node_scaling` applies it to ψ, then takes the absolute value and the power of the limit. `node_ratio_diverges` supplies the divergent factor through `pos_mul_atTop`, and `exchange_cusp` restricts to each side with `mono_left`. `exchange_not_differentiable` applies the device again, to the supposed derivative of v along the line: one quotient cannot have a finite limit and tend to −∞. The quadratic case instead bounds the error quotient with `squeeze_zero'`.

## Which orbitals and potentials qualify

`E` is any real normed space, ordinary three-dimensional space included. `HasFDerivAt ψ L r₀` says that ψ has derivative `L` at `r₀`; `h0` places a node there, and `hL` makes it simple. The orbital need not be normalised or solve any equation. Complex orbitals are excluded.

`orbitalExchange_is_derivative` holds at nodes too, where the two-sided derivative at n = 0 also uses Lean's values of the power at negative n.

In `corrected_potential_not_differentiable`, `u` stands for everything except the subtracted exchange term, and its differentiability at the node is assumed. Hartree and correlation terms are not modelled, so that assumption needs its own check. It generally fails if `u` includes the subtracted LDA correlation potential of the same orbital, which in the usual parametrisations also varies as |ψ|^(2/3) to leading order near the node; the theorem is therefore a statement about the exchange-only correction. The assumption can fail there too, for example when ψ is the only occupied orbital of its spin channel and `u` contains the LDA exchange potential of that channel: the two exchange terms are then equal and cancel.

`exchange_smooth_at_double_node` gives differentiability at the node itself, not in a region around it.
